# On every mode–alias pair of the 1D Laplacian, a two-grid cycle with two Jacobi sweeps of weight 2/3 has eigenvalues 0 and 1/9

Take a mesh of four intervals with zero boundary values. There are three interior points, and only the middle one belongs to the coarse grid. Let $A$ be the stencil $(-1,2,-1)/4$, which represents minus the second derivative times a quarter of the squared mesh width. A coarse unit value interpolates to $p=(\tfrac12,1,\tfrac12)$, and $Ap=(0,\tfrac14,0)$. The coarse-grid correction therefore turns an error $e$ into $e-p\,(p^TAp)^{-1}p^TAe=e-e_2\,p$, which vanishes at the middle point. A symmetric error is left in the form $(w,0,w)$.

Now apply the damped Jacobi sweep $S=I-\tfrac43A$ twice, then correct again:

$$(w,0,w)\to\tfrac w3(1,2,1)\to\tfrac w9(3,4,3)\to\tfrac w9(1,0,1).$$

The error has been multiplied by exactly $1/9$. The same factor appears on every finer mesh with an even number of intervals, for each smooth sine paired with its alias. Multigrid solvers for the Hartree potential in real-space electronic structure likewise combine smoothing sweeps with coarse-grid corrections, though their smoothers and transfer rules may differ; the result here concerns a one-dimensional, constant-coefficient, two-level model.

## A uniform mesh and linear interpolation close the problem on two sines

Let $\theta$ be the phase advance of a sine per mesh step, and set $s=\sin^2(\theta/2)$, $c=1-s$. The alias is the sine of phase advance $\pi-\theta$. The first assumption is equal spacing and a constant coefficient, so that sines are eigenvectors. For any phase advance $t$,

$$\frac{2\sin jt-\sin(j-1)t-\sin(j+1)t}{4}=\frac{1-\cos t}{2}\,\sin jt .$$

The factor is $s$ for $t=\theta$ and $c$ for $t=\pi-\theta$. On coefficients of (mode, alias), the operator is $A=\mathrm{diag}(s,c)$.

The second assumption is linear interpolation of the coarse wave $\sin(2m\theta)$, where $m$ numbers the coarse points. At the even fine point $2m$ the alias is minus the mode, so $c$ times the mode minus $s$ times the alias gives $(c+s)\sin(2m\theta)$, the coarse value. At the odd point $2m+1$ the two coincide, and the average of the coarse neighbours is

$$\frac{\sin(2m\theta)+\sin((2m+2)\theta)}{2}=\cos\theta\,\sin((2m+1)\theta),\qquad \cos\theta=c-s .$$

Hence the prolongation column is $P=(c,-s)^T$.

In the code, `mode θ` is a function of an integer grid index and `stencil` acts on such functions, while `fineOp`, `prolong`, `coarseOp`, `coarseCorrection`, `smoother` and `twoGrid` are matrices depending on a real number `s`. Restriction is taken to be the transpose of `prolong` in these coefficients, and the coarse operator is the Galerkin product $P^TAP$. In `twoGrid s ν` the `ν` sweeps act first.

```lean
import Mathlib

open Matrix Polynomial

namespace TwoGridFourier

noncomputable section

/-- The sine wave of phase advance `θ` per mesh step, sampled at the grid points. -/
def mode (θ : ℝ) (j : ℤ) : ℝ := Real.sin (j * θ)

/-- The second-difference stencil of the one-dimensional Laplacian, divided by four. -/
def stencil (f : ℤ → ℝ) (j : ℤ) : ℝ := (2 * f j - f (j - 1) - f (j + 1)) / 4

/-- The fine-grid operator on the pair (mode, alias). -/
def fineOp (s : ℝ) : Matrix (Fin 2) (Fin 2) ℝ := !![s, 0; 0, 1 - s]

/-- The prolongation column: the mode and alias content of an interpolated coarse wave. -/
def prolong (s : ℝ) : Matrix (Fin 2) (Fin 1) ℝ := !![1 - s; -s]

/-- The Galerkin coarse-grid operator `Pᵀ A P`. -/
def coarseOp (s : ℝ) : Matrix (Fin 1) (Fin 1) ℝ := (prolong s)ᵀ * fineOp s * prolong s

/-- The coarse-grid correction `K = 1 - P (Pᵀ A P)⁻¹ Pᵀ A`, meant for `0 < s < 1`. -/
def coarseCorrection (s : ℝ) : Matrix (Fin 2) (Fin 2) ℝ :=
  1 - prolong s * (coarseOp s)⁻¹ * (prolong s)ᵀ * fineOp s

/-- One damped Jacobi sweep, `S = 1 - (4/3) A`. -/
def smoother (s : ℝ) : Matrix (Fin 2) (Fin 2) ℝ := 1 - (4 / 3 : ℝ) • fineOp s

/-- The two-grid cycle `K S ^ ν`: `ν` sweeps, then the coarse-grid correction;
meant for `0 < s < 1`. -/
def twoGrid (s : ℝ) (ν : ℕ) : Matrix (Fin 2) (Fin 2) ℝ := coarseCorrection s * smoother s ^ ν
```

The next three theorems tie the matrix entries to the grid. `stencil_mode` proves the eigenvalue identity once for arbitrary $t$, as `key`, and then inserts the two phase advances. In `interpolate_mode`, `e1` and `e2` are the sign relations at even and odd points, and the addition formulas finish the job.

```lean
/-- The half-angle formula for the squared sine. -/
theorem sin_half_sq (θ : ℝ) : Real.sin (θ / 2) ^ 2 = (1 - Real.cos θ) / 2 := by
  have h := Real.cos_two_mul (θ / 2)
  rw [show 2 * (θ / 2) = θ by ring] at h
  linarith [Real.sin_sq_add_cos_sq (θ / 2)]

/-- The stencil multiplies a mode by `s = sin² (θ/2)` and its alias by `1 - s`. -/
theorem stencil_mode (θ : ℝ) (j : ℤ) :
    stencil (mode θ) j = Real.sin (θ / 2) ^ 2 * mode θ j ∧
    stencil (mode (Real.pi - θ)) j
      = (1 - Real.sin (θ / 2) ^ 2) * mode (Real.pi - θ) j := by
  have key : ∀ t : ℝ, stencil (mode t) j = (1 - Real.cos t) / 2 * mode t j := by
    intro t
    simp only [stencil, mode]
    push_cast
    rw [show ((j : ℝ) - 1) * t = j * t - t by ring,
      show ((j : ℝ) + 1) * t = j * t + t by ring, Real.sin_sub, Real.sin_add]
    ring
  constructor
  · rw [key, sin_half_sq]
  · rw [key, sin_half_sq, Real.cos_pi_sub]
    ring

/-- Linear interpolation of a coarse wave, at even and at odd fine points, gives `1 - s` times
the fine mode minus `s` times its alias, with `s = sin² (θ/2)`. -/
theorem interpolate_mode (θ : ℝ) (m : ℤ) :
    mode (2 * θ) m = (1 - Real.sin (θ / 2) ^ 2) * mode θ (2 * m)
      - Real.sin (θ / 2) ^ 2 * mode (Real.pi - θ) (2 * m) ∧
    (mode (2 * θ) m + mode (2 * θ) (m + 1)) / 2
      = (1 - Real.sin (θ / 2) ^ 2) * mode θ (2 * m + 1)
        - Real.sin (θ / 2) ^ 2 * mode (Real.pi - θ) (2 * m + 1) := by
  -- mode and alias are opposite at even points and coincide at odd points
  have e1 : Real.sin (2 * (m : ℝ) * (Real.pi - θ)) = -Real.sin (2 * (m : ℝ) * θ) := by
    rw [show 2 * (m : ℝ) * (Real.pi - θ) = m * (2 * Real.pi) - 2 * m * θ by ring,
      Real.sin_int_mul_two_pi_sub]
  have e2 : Real.sin ((2 * (m : ℝ) + 1) * (Real.pi - θ))
      = Real.sin ((2 * (m : ℝ) + 1) * θ) := by
    rw [show (2 * (m : ℝ) + 1) * (Real.pi - θ)
        = m * (2 * Real.pi) - ((2 * m + 1) * θ - Real.pi) by ring,
      Real.sin_int_mul_two_pi_sub, Real.sin_sub_pi, neg_neg]
  constructor
  · simp only [mode]
    push_cast
    rw [e1, show (m : ℝ) * (2 * θ) = 2 * m * θ by ring]
    ring
  · simp only [mode]
    push_cast
    rw [e2, show (m : ℝ) * (2 * θ) = (2 * m + 1) * θ - θ by ring,
      show ((m : ℝ) + 1) * (2 * θ) = (2 * m + 1) * θ + θ by ring,
      Real.sin_sub, Real.sin_add, sin_half_sq]
    ring
```

With a varying coefficient or uneven spacing, the stencil would in general mix sines from different pairs, and no $2\times2$ block would describe the cycle. Another interpolation rule would change $P$ and, in general, the weights found below.

## The condition $0<s<1$ makes the coarse problem solvable

On the grid, $0<s<1$ excludes the phase advances that are whole multiples of $\pi$, for which the sine vanishes at every grid point. By hand it enters at a single division. We have $P^TA=(sc,-sc)$ and $P^TAP=sc^2+s^2c=sc$, which is nonzero precisely because neither factor vanishes. Then

$$K=I-\frac1{sc}\begin{pmatrix}c\\-s\end{pmatrix}(sc,\,-sc)
=I-\begin{pmatrix}c&-c\\-s&s\end{pmatrix}
=\begin{pmatrix}s&c\\s&c\end{pmatrix}.$$

Equal rows mean that mode and alias leave the correction with equal coefficients. They cancel at even points, which is the zero at the middle point in the four-interval example.

In `coarseCorrection_eq` the hypotheses `h0` and `h1` become `hs` and `hc`, the two nonvanishing factors. `hA` computes the $1\times1$ coarse matrix, `hinv` inverts it, and `hrow` and `hcol` form the row $P^TA$ and the column $P/(sc)$.

```lean
/-- The coarse-grid correction has two equal rows `(s, 1 - s)`. -/
theorem coarseCorrection_eq {s : ℝ} (h0 : 0 < s) (h1 : s < 1) :
    coarseCorrection s = !![s, 1 - s; s, 1 - s] := by
  have hs : s ≠ 0 := h0.ne'
  have hc : 1 - s ≠ 0 := (sub_pos.2 h1).ne'
  -- the coarse operator is the number s (1 - s)
  have hA : coarseOp s = !![s * (1 - s)] := by
    ext i j
    fin_cases i
    fin_cases j
    simp [coarseOp, prolong, fineOp, Matrix.mul_apply, Fin.sum_univ_succ]
    ring
  have hinv : ∀ p : ℝ, p ≠ 0 → (!![p] : Matrix (Fin 1) (Fin 1) ℝ)⁻¹ = !![p⁻¹] := by
    intro p hp
    apply Matrix.inv_eq_right_inv
    ext i j
    fin_cases i
    fin_cases j
    simp [Matrix.mul_apply, hp]
  -- the correction is a column times a row
  have hrow : (prolong s)ᵀ * fineOp s = !![s * (1 - s), -(s * (1 - s))] := by
    ext i j
    fin_cases i
    fin_cases j <;> simp [prolong, fineOp, Matrix.mul_apply, Fin.sum_univ_succ]
    ring
  have hcol : prolong s * !![(s * (1 - s))⁻¹] = !![s⁻¹; -(1 - s)⁻¹] := by
    ext i j
    fin_cases i <;> fin_cases j <;> simp [prolong, Matrix.mul_apply] <;> field_simp
  rw [coarseCorrection, hA, hinv _ (mul_ne_zero hs hc),
    Matrix.mul_assoc _ (prolong s)ᵀ (fineOp s), hrow, hcol]
  ext i j
  fin_cases i <;> fin_cases j <;> simp <;> field_simp
  ring
```

At $s=0$ or $s=1$ the coarse operator is zero. Lean then assigns it the inverse zero, so $K=I$, and two sweeps leave eigenvalues $1$ and $1/9$: one component is not damped at all.

The smoother is diagonal, so for any natural number $\nu$ of sweeps both rows of $KS^\nu$ are $(a,b)$, with

$$a=s\left(1-\tfrac43s\right)^\nu,\qquad b=c\left(1-\tfrac43c\right)^\nu .$$

The determinant $ab-ba$ vanishes and the trace is $a+b$. The characteristic polynomial is therefore $X(X-a-b)$, with roots $0$ and $a+b$. In the proofs, `hpow` takes the diagonal power by induction, and `key` is the determinant and trace argument.

```lean
/-- The two-grid cycle with `ν` sweeps has two equal rows, each entry damped by the smoother. -/
theorem twoGrid_eq {s : ℝ} (h0 : 0 < s) (h1 : s < 1) (ν : ℕ) :
    twoGrid s ν = !![s * (1 - 4 / 3 * s) ^ ν, (1 - s) * (1 - 4 / 3 * (1 - s)) ^ ν;
      s * (1 - 4 / 3 * s) ^ ν, (1 - s) * (1 - 4 / 3 * (1 - s)) ^ ν] := by
  have hS : smoother s = !![1 - 4 / 3 * s, 0; 0, 1 - 4 / 3 * (1 - s)] := by
    ext i j
    fin_cases i <;> fin_cases j <;> simp [smoother, fineOp]
  have hpow : ∀ (a d : ℝ) (n : ℕ), !![a, 0; 0, d] ^ n = !![a ^ n, 0; 0, d ^ n] := by
    intro a d n
    induction n with
    | zero => simp [Matrix.one_fin_two]
    | succ n ih => rw [pow_succ, ih, Matrix.mul_fin_two]; simp [pow_succ]
  rw [twoGrid, coarseCorrection_eq h0 h1, hS, hpow, Matrix.mul_fin_two]
  simp

/-- The eigenvalues of the cycle with `ν` sweeps, as roots of its characteristic polynomial, are
zero and the average, with weights `s` and `1 - s`, of the `ν`-th powers of the two one-sweep
smoothing factors. -/
theorem twoGrid_charpoly {s : ℝ} (h0 : 0 < s) (h1 : s < 1) (ν : ℕ) :
    (twoGrid s ν).charpoly = X * (X - C (s * (1 - 4 / 3 * s) ^ ν
      + (1 - s) * (1 - 4 / 3 * (1 - s)) ^ ν)) := by
  -- equal rows: the determinant vanishes and the trace is the other eigenvalue
  have key : ∀ a b : ℝ, (!![a, b; a, b]).charpoly = X * (X - C (a + b)) := by
    intro a b
    rw [Matrix.charpoly_fin_two, Matrix.trace_fin_two_of, Matrix.det_fin_two_of,
      show a * b - b * a = 0 by ring, map_zero]
    ring
  rw [twoGrid_eq h0 h1, key]
```

For $\nu=0$ the second eigenvalue is $s+c=1$: correction alone does not converge.

## With two sweeps, the damping constant $4/3$ removes the dependence on $s$

The constant $4/3$ is postulated. Since the stencil has diagonal entry $1/2$, it corresponds to Jacobi weight $2/3$: each sweep moves a grid value two thirds of the way towards the one that satisfies its local equation with the neighbours held at their old values.

Write $q=sc$, so that $s^2+c^2=1-2q$ and $s^3+c^3=1-3q$. One sweep gives

$$a+b=1-\tfrac43(1-2q)=\frac{8q-1}{3}.$$

The condition $0<s<1$ gives $q>0$, and $1-4q=(2s-1)^2\ge0$ gives $q\le\tfrac14$. The eigenvalue thus lies above $-1/3$ and does not exceed $1/3$. Two sweeps give

$$a+b=1-\tfrac83(1-2q)+\tfrac{16}9(1-3q)=\tfrac19,$$

because the terms in $q$ cancel. In Lean, `ring` verifies both identities, and `nlinarith` obtains the bounds from the same product and square.

```lean
/-- With one sweep the eigenvalues are zero and `(8 s (1 - s) - 1) / 3`, and the latter lies
above `-1/3` and does not exceed `1/3`. -/
theorem one_sweep {s : ℝ} (h0 : 0 < s) (h1 : s < 1) :
    (twoGrid s 1).charpoly = X * (X - C ((8 * s * (1 - s) - 1) / 3)) ∧
    -1 / 3 < (8 * s * (1 - s) - 1) / 3 ∧ (8 * s * (1 - s) - 1) / 3 ≤ 1 / 3 := by
  refine ⟨?_, ?_, ?_⟩
  · rw [twoGrid_charpoly h0 h1, show s * (1 - 4 / 3 * s) ^ 1
      + (1 - s) * (1 - 4 / 3 * (1 - s)) ^ 1 = (8 * s * (1 - s) - 1) / 3 by ring]
  · nlinarith [mul_pos h0 (sub_pos.2 h1)]
  · nlinarith [sq_nonneg (2 * s - 1)]

/-- With two sweeps the eigenvalues are zero and exactly `1/9`, whatever the value of `s`. -/
theorem two_sweeps {s : ℝ} (h0 : 0 < s) (h1 : s < 1) :
    (twoGrid s 2).charpoly = X * (X - C (1 / 9)) := by
  rw [twoGrid_charpoly h0 h1, show s * (1 - 4 / 3 * s) ^ 2
    + (1 - s) * (1 - 4 / 3 * (1 - s)) ^ 2 = 1 / 9 by ring]
```

Let $T=KS^2$. Its equal rows give $T^2=(a+b)T=\tfrac19T$, and therefore $T^{n+1}=9^{-n}T$ for every natural number $n$. The theorem below proves the square as `hsq` and then uses induction. The first cycle is left out of the count because it need not multiply every error by $1/9$; it brings the error into the form that later cycles scale.

```lean
/-- After the first two-sweep cycle, each further cycle multiplies the error by exactly `1/9`. -/
theorem two_sweeps_cycles {s : ℝ} (h0 : 0 < s) (h1 : s < 1) (n : ℕ) :
    twoGrid s 2 ^ (n + 1) = (1 / 9 : ℝ) ^ n • twoGrid s 2 := by
  have hsq : twoGrid s 2 * twoGrid s 2 = (1 / 9 : ℝ) • twoGrid s 2 := by
    rw [twoGrid_eq h0 h1]
    ext i j
    fin_cases i <;> fin_cases j <;> simp [Matrix.mul_apply, Fin.sum_univ_succ] <;> ring
  induction n with
  | zero => simp
  | succ n ih => rw [pow_succ, ih, Matrix.smul_mul, hsq, smul_smul, ← pow_succ]
```

The same calculation with a general damping constant $\tau$ in place of $4/3$ gives the neighbouring formula

$$a+b=(1-\tau)^2+\tau(4-3\tau)\,sc$$

for two sweeps. The only nonzero $\tau$ for which $s$ drops out is $4/3$. With $\tau=1$, which is Jacobi weight $1/2$, the eigenvalue is $sc$, which varies from pair to pair.

## The range $0<k<N$ selects the genuine pairs on a finite mesh

On a mesh of $2N$ intervals with zero boundary values, the sines have $\theta=k\pi/(2N)$. The condition $0<k<N$ picks the smooth ones, whose aliases carry the number $2N-k$. The smallest case is $N=2$, $k=1$, the mesh of the opening example.

By hand, $0<\theta/2<\pi/4$, so $\sin(\theta/2)$ and $\cos(\theta/2)$ are both positive and $0<s<1$. The proof needs only the weaker bound $\theta<\pi$, recorded as `hlt`; `hsin` and `hcos` then supply the two inequalities that `two_sweeps` requires. Neither $N$ nor $k$ remains in the answer, which is the sense in which the factor is independent of the mesh.

```lean
/-- On a mesh of `2 N` intervals, every mode `0 < k < N` paired with its alias has two-sweep
eigenvalues zero and `1/9`. -/
theorem two_sweeps_every_mesh {N k : ℕ} (hk : 0 < k) (hkN : k < N) :
    (twoGrid (Real.sin (k * Real.pi / (2 * N) / 2) ^ 2) 2).charpoly
      = X * (X - C (1 / 9)) := by
  have hk' : (0 : ℝ) < k := by exact_mod_cast hk
  have hkN' : (k : ℝ) < N := by exact_mod_cast hkN
  have hN : (0 : ℝ) < 2 * N := by linarith
  have hpi := Real.pi_pos
  have hpos : 0 < (k : ℝ) * Real.pi / (2 * N) := by positivity
  have hlt : (k : ℝ) * Real.pi / (2 * N) < Real.pi := by
    rw [div_lt_iff₀ hN]
    nlinarith [mul_pos hpi (sub_pos.2 hkN'), mul_pos hpi hk']
  have hsin : 0 < Real.sin (k * Real.pi / (2 * N) / 2) :=
    Real.sin_pos_of_pos_of_lt_pi (by linarith) (by linarith)
  have hcos : 0 < Real.cos (k * Real.pi / (2 * N) / 2) :=
    Real.cos_pos_of_mem_Ioo ⟨by linarith, by linarith⟩
  apply two_sweeps (pow_pos hsin 2)
  linarith [Real.sin_sq_add_cos_sq (k * Real.pi / (2 * N) / 2), pow_pos hcos 2]

end

end TwoGridFourier
```

```lean
#print axioms TwoGridFourier.interpolate_mode
#print axioms TwoGridFourier.one_sweep
#print axioms TwoGridFourier.two_sweeps_cycles
#print axioms TwoGridFourier.two_sweeps_every_mesh
```

```
'TwoGridFourier.interpolate_mode' depends on axioms: [propext, Classical.choice, Quot.sound]
'TwoGridFourier.one_sweep' depends on axioms: [propext, Classical.choice, Quot.sound]
'TwoGridFourier.two_sweeps_cycles' depends on axioms: [propext, Classical.choice, Quot.sound]
'TwoGridFourier.two_sweeps_every_mesh' depends on axioms: [propext, Classical.choice, Quot.sound]
```

At $k=0$ the sine is identically zero and $s=0$, the singular case above. At $k=N$ the sine is its own alias, so there is no pair. It vanishes at all coarse points and the correction leaves it alone, while each sweep multiplies it by $1/3$.

The cycle could also have been modelled by full matrices on the $2N-1$ interior points, with an explicit interpolation matrix. The conclusion would then be a single statement about the spectrum of the whole mesh, including $k=N$. One way to prove it from the result here is to show that the sines form an orthogonal basis and that mode and alias have equal norm, which lets the transpose on the grid act as the transpose in coefficients, up to a constant factor that cancels in the correction.
